# A linear traceless two-band Hamiltonian on $\mathbb{R}^3$: bands touch only at $k=0$ exactly when it is surjective, and on at least a line when it is real

## Linear Hamiltonians and touching bands

Let $k=(k_0,\dots,k_{n-1})\in\mathbb{R}^n$ be a momentum measured from a chosen point. A linear two-band Hamiltonian is a real-linear map $H$ from $\mathbb{R}^n$ to the traceless Hermitian $2\times2$ complex matrices, which form a vector space over $\mathbb{R}$. The Pauli matrices are $\sigma_x,\sigma_y,\sigma_z$, and for $d=(d_0,d_1,d_2)\in\mathbb{R}^3$ we write

$$d\cdot\sigma=d_0\sigma_x+d_1\sigma_y+d_2\sigma_z=\begin{pmatrix}d_2&d_0-id_1\\ d_0+id_1&-d_2\end{pmatrix}.$$

The bands touch at $k$ if there is a real energy $E$ with $H(k)v=Ev$ for every $v\in\mathbb{C}^2$. The touching set is the set of all such $k$. We write $\ker H$ for the momenta with $H(k)=0$ and $\operatorname{ran}H$ for the set of matrices that $H$ reaches.

Such an $H$ is the first-order expansion of a two-band Bloch Hamiltonian about a degeneracy. Removing the trace subtracts a multiple of the identity, which shifts both energies equally and leaves their difference unchanged.

We also consider the case where every $H(k)$ is a real matrix. This condition is assumed here. Physically, it can come from an antiunitary symmetry that preserves each $k$ and squares to $+1$, such as inversion combined with time reversal for spinless electrons, after a suitable choice of basis.

## When the bands touch at a point or along a line

For $n=3$ there are two results.

1. $H$ reaches every traceless Hermitian matrix if and only if its bands touch only at $k=0$.
2. If every $H(k)$ is real, the touching set is a subspace of dimension at least one. The dimension is exactly one if and only if $H$ reaches all traceless real symmetric matrices.

The second result is a case of a bound for every $n$: for real $H$ the touching set has dimension at least $n-2$, with equality if and only if $\operatorname{ran}H$ is the whole space of traceless real symmetric matrices.

For $n=3$, write $H(k)=(Ak)\cdot\sigma$ with a real $3\times3$ matrix $A$. Within the linear model, the bands touch only at $k=0$ if $A$ has rank 3, and along a line if it has rank 2. Without the reality condition, higher-order terms can lift the degeneracy along that line, as adding $k_2^2\sigma_z$ to $k_0\sigma_x+k_1\sigma_y$ does everywhere except at $k=0$.

## From Pauli coordinates to dimension counting

**Coordinates.** Let $M$ be traceless and Hermitian, with indices starting at 0. Then $M_{00}$ is real, $M_{01}=\overline{M_{10}}$ and $M_{11}=-M_{00}$. Hence $M=d\cdot\sigma$ with the unique coefficients

$$d_0=\operatorname{Re}M_{10},\qquad d_1=\operatorname{Im}M_{10},\qquad d_2=M_{00}.$$

The space therefore has real dimension 3. If $M$ is real, then $d_1=0$, and every combination of $\sigma_x$ and $\sigma_z$ with real coefficients is real. The real subspace has dimension 2.

**Energies.** The characteristic determinant is

$$\det(E-d\cdot\sigma)=(E-d_2)(E+d_2)-(d_0-id_1)(d_0+id_1)=E^2-|d|^2,$$

so the energies are $\pm|d|$, and they coincide only for $d=0$.

**Touching means vanishing.** The same conclusion follows from the definition. If $Mv=Ev$ for all $v$, the two basis vectors give $M_{00}=E$, $M_{10}=0$ and $M_{11}=E$. Since $M_{11}=-M_{00}$, we get $M_{00}=0$, and $M_{01}=\overline{M_{10}}=0$. Thus $M=0$. Conversely, the zero matrix satisfies the condition with $E=0$. The touching set is therefore $\ker H$, which is a subspace.

**Counting.** Let $\operatorname{ran}H$ lie in a subspace $S$ of the traceless Hermitian matrices. Rank-nullity gives

$$n=\dim\operatorname{ran}H+\dim\ker H\le\dim S+\dim\ker H.$$

Equality holds if and only if $\dim\operatorname{ran}H=\dim S$. Because $\operatorname{ran}H\subseteq S$ and the dimensions are finite, this is the same as $\operatorname{ran}H=S$.

For real $H$, take $S$ to be the traceless real symmetric matrices, so $\dim S=2$. This gives the bound for every $n$, and $n=3$ gives the second result. For the first, domain and target both have dimension 3, so $H$ is surjective if and only if it is injective, which means $\ker H=\{0\}$.

## A nodal line computed by hand

Take the real Hamiltonian

$$H(k)=(k_0+2k_1)\,\sigma_x+(k_1-k_2)\,\sigma_z.$$

The two coefficients are independent, so $H$ reaches every traceless real symmetric matrix. The bands touch where $k_0=-2k_1$ and $k_2=k_1$, which is the line spanned by $(-2,1,1)$. At $k=(1,1,-3)$, off this line,

$$H(k)=3\sigma_x+4\sigma_z=\begin{pmatrix}4&3\\3&-4\end{pmatrix},$$

and $E^2=25$ gives the energies $\pm5$.

## Two dimensions as the smallest case of equality

For real $H$, equality in the bound first becomes possible at $n=2$. The example $H(k)=k_0\sigma_x+k_1\sigma_z$ then has a touching set of dimension zero, the single point $k=0$. For $n=0$ or $n=1$ the inequality holds trivially, and $H$ has too few parameters to reach a two-dimensional space.

## How the Lean statements express the physics

Momentum space is `Fin n → ℝ`, and the type `(Fin n → ℝ) →ₗ[ℝ] tracelessHermitian` carries the linearity, Hermiticity and zero trace of $H$. An element of `tracelessHermitian` is a matrix together with a proof of its properties, and `.1` extracts the matrix. `BandsTouch` is the definition of touching given above, and `touchingSet H` collects the momenta that satisfy it.

The theorem `surjective_iff_isolated_touching` is the first result. In `real_touching_line`, the hypothesis `hreal` says that every matrix entry has zero imaginary part. The conclusion has three parts: the touching set equals the kernel, the kernel has dimension at least one, and that dimension is one exactly when `LinearMap.range H = realTraceless`. Here `finrank` is the dimension over $\mathbb{R}$. The version for every $n$, `real_touching_dimension`, writes the bound as `n ≤ finrank ℝ (LinearMap.ker H) + 2`, without subtraction.

The model has exactly two bands and no terms beyond first order in $k$. It contains no Brillouin zone and no topological charge, and the symmetry behind `hreal` does not appear in it.

## The complete file

```lean
import Mathlib

open Matrix Module

namespace LinearBandTouching

noncomputable section

/-- The real vector space of traceless Hermitian two-band Hamiltonians. -/
def tracelessHermitian : Submodule ℝ (Matrix (Fin 2) (Fin 2) ℂ) where
  carrier := {M | M.IsHermitian ∧ M.trace = 0}
  zero_mem' := ⟨Matrix.isHermitian_zero, by simp⟩
  add_mem' := fun {A B} hA hB => by
    have tA : A.trace = 0 := hA.2
    have tB : B.trace = 0 := hB.2
    exact ⟨hA.1.add hB.1, by rw [Matrix.trace_add, tA, tB, add_zero]⟩
  smul_mem' := fun c {A} hA => by
    have sA : Aᴴ = A := hA.1
    have tA : A.trace = 0 := hA.2
    refine ⟨?_, by rw [Matrix.trace_smul, tA, smul_zero]⟩
    show (c • A)ᴴ = c • A
    rw [Matrix.conjTranspose_smul, sA, star_trivial]

/-- The traceless Hermitian matrices with real entries, that is, the traceless real
symmetric matrices. -/
def realTraceless : Submodule ℝ tracelessHermitian where
  carrier := {M | ∀ i j, (M.1 i j).im = 0}
  zero_mem' := by
    intro i j
    simp
  add_mem' := fun {A B} hA hB => by
    intro i j
    show ((A.1 + B.1) i j).im = 0
    rw [Matrix.add_apply, Complex.add_im, hA i j, hB i j, add_zero]
  smul_mem' := fun c {A} hA => by
    intro i j
    show ((c • A.1) i j).im = 0
    rw [Matrix.smul_apply, Complex.smul_im, hA i j, smul_zero]

/-- The bands touch when one real energy belongs to every state of the two-level space. -/
def BandsTouch (M : Matrix (Fin 2) (Fin 2) ℂ) : Prop :=
  ∃ E : ℝ, ∀ v : Fin 2 → ℂ, M *ᵥ v = (E : ℂ) • v

/-- The set of momenta at which the two bands of `H` touch. -/
def touchingSet {n : ℕ} (H : (Fin n → ℝ) →ₗ[ℝ] tracelessHermitian) : Set (Fin n → ℝ) :=
  {k | BandsTouch (H k).1}

/-- The Hamiltonian `d₀ σₓ + d₁ σ_y + d₂ σ_z` written as a matrix. -/
def pauliHamiltonian (d : Fin 3 → ℝ) : Matrix (Fin 2) (Fin 2) ℂ :=
  !![(d 2 : ℂ), d 0 - d 1 * Complex.I; d 0 + d 1 * Complex.I, -(d 2 : ℂ)]

/-- The characteristic determinant of `d · σ` is `E² - |d|²`. -/
theorem characteristic_determinant (d : Fin 3 → ℝ) (E : ℂ) :
    (E • (1 : Matrix (Fin 2) (Fin 2) ℂ) - pauliHamiltonian d).det =
      E ^ 2 - ((d 0 : ℂ) ^ 2 + (d 1 : ℂ) ^ 2 + (d 2 : ℂ) ^ 2) := by
  simp [pauliHamiltonian, Matrix.det_fin_two]
  linear_combination (d 1 : ℂ) ^ 2 * Complex.I_sq

/-- A traceless Hermitian matrix has a real upper diagonal entry, conjugate off-diagonal
entries and opposite diagonal entries. -/
theorem entries (M : tracelessHermitian) :
    (M.1 0 0).im = 0 ∧ M.1 0 1 = star (M.1 1 0) ∧ M.1 1 1 = -M.1 0 0 := by
  have h00 : star (M.1 0 0) = M.1 0 0 := M.2.1.apply 0 0
  have h01 : star (M.1 1 0) = M.1 0 1 := M.2.1.apply 0 1
  have ht : M.1.trace = 0 := M.2.2
  rw [Matrix.trace_fin_two] at ht
  have him : -(M.1 0 0).im = (M.1 0 0).im := congrArg Complex.im h00
  exact ⟨by linarith, h01.symm, by linear_combination ht⟩

/-- Pauli coordinates identify `ℝ³` with the traceless Hermitian matrices. -/
def pauliEquiv : (Fin 3 → ℝ) ≃ₗ[ℝ] tracelessHermitian where
  toFun d := ⟨pauliHamiltonian d, by
    constructor
    · ext i j
      fin_cases i <;> fin_cases j <;> simp [pauliHamiltonian, Complex.ext_iff]
    · simp [pauliHamiltonian, Matrix.trace_fin_two]⟩
  map_add' d e := by
    apply Subtype.ext
    show pauliHamiltonian (d + e) = pauliHamiltonian d + pauliHamiltonian e
    ext i j
    fin_cases i <;> fin_cases j <;> simp [pauliHamiltonian] <;> ring
  map_smul' c d := by
    apply Subtype.ext
    show pauliHamiltonian (c • d) = c • pauliHamiltonian d
    ext i j
    fin_cases i <;> fin_cases j <;> simp [pauliHamiltonian] <;> ring
  invFun M := ![(M.1 1 0).re, (M.1 1 0).im, (M.1 0 0).re]
  left_inv d := by
    ext i
    fin_cases i <;> simp [pauliHamiltonian]
  right_inv M := by
    obtain ⟨h0, h1, h2⟩ := entries M
    apply Subtype.ext
    show pauliHamiltonian ![(M.1 1 0).re, (M.1 1 0).im, (M.1 0 0).re] = M.1
    ext i j
    fin_cases i <;> fin_cases j <;>
      simp [pauliHamiltonian, Complex.ext_iff, h0, h1, h2]

/-- A combination of `σₓ` and `σ_z` with real coefficients is a real matrix. -/
theorem pauli_real (a b : ℝ) : pauliEquiv ![a, 0, b] ∈ realTraceless := by
  intro i j
  show (pauliHamiltonian ![a, 0, b] i j).im = 0
  fin_cases i <;> fin_cases j <;> simp [pauliHamiltonian]

/-- The coefficients of `σₓ` and `σ_z` identify `ℝ²` with the traceless real symmetric
matrices. -/
def realEquiv : (Fin 2 → ℝ) ≃ₗ[ℝ] realTraceless where
  toFun v := ⟨pauliEquiv ![v 0, 0, v 1], pauli_real _ _⟩
  map_add' v w := by
    apply Subtype.ext
    show pauliEquiv ![v 0 + w 0, 0, v 1 + w 1] =
      pauliEquiv ![v 0, 0, v 1] + pauliEquiv ![w 0, 0, w 1]
    rw [← map_add]
    congr 1
    ext i
    fin_cases i <;> simp
  map_smul' c v := by
    apply Subtype.ext
    show pauliEquiv ![c * v 0, 0, c * v 1] = c • pauliEquiv ![v 0, 0, v 1]
    rw [← map_smul]
    congr 1
    ext i
    fin_cases i <;> simp
  invFun M := ![pauliEquiv.symm M.1 0, pauliEquiv.symm M.1 2]
  left_inv v := by
    show ![pauliEquiv.symm (pauliEquiv ![v 0, 0, v 1]) 0,
      pauliEquiv.symm (pauliEquiv ![v 0, 0, v 1]) 2] = v
    rw [LinearEquiv.symm_apply_apply]
    ext i
    fin_cases i <;> rfl
  right_inv M := by
    apply Subtype.ext
    show pauliEquiv ![pauliEquiv.symm M.1 0, 0, pauliEquiv.symm M.1 2] = M.1
    apply pauliEquiv.symm.injective
    rw [LinearEquiv.symm_apply_apply]
    ext i
    fin_cases i
    · rfl
    · exact (M.2 1 0).symm
    · rfl

/-- The bands of a traceless Hermitian Hamiltonian touch exactly when it vanishes. -/
theorem bandsTouch_iff (M : tracelessHermitian) : BandsTouch M.1 ↔ M = 0 := by
  constructor
  · rintro ⟨E, h⟩
    -- Test the degeneracy on the two basis states.
    have h00 := congrFun (h ![1, 0]) 0
    have h10 := congrFun (h ![1, 0]) 1
    have h11 := congrFun (h ![0, 1]) 1
    simp [Matrix.mulVec, dotProduct, Fin.sum_univ_two] at h00 h10 h11
    obtain ⟨-, e1, e2⟩ := entries M
    have hz : M.1 0 0 = 0 := by linear_combination (h00 - h11 + e2) / 2
    apply Subtype.ext
    ext i j
    fin_cases i <;> fin_cases j <;> simp [hz, h10, e1, e2]
  · rintro rfl
    exact ⟨0, fun v => by simp⟩

/-- The momenta where the bands touch form the kernel of the linear Hamiltonian. -/
theorem touchingSet_eq_ker {n : ℕ} (H : (Fin n → ℝ) →ₗ[ℝ] tracelessHermitian) :
    touchingSet H = (LinearMap.ker H : Set (Fin n → ℝ)) := by
  ext k
  exact (bandsTouch_iff (H k)).trans LinearMap.mem_ker.symm

/-- If `H` takes values in a space `S` of Hamiltonians, its kernel has codimension at most
`dim S`, with equality exactly when `H` fills `S`. -/
theorem kernel_codimension {n : ℕ} (H : (Fin n → ℝ) →ₗ[ℝ] tracelessHermitian)
    (S : Submodule ℝ tracelessHermitian) (hS : LinearMap.range H ≤ S) :
    n ≤ finrank ℝ (LinearMap.ker H) + finrank ℝ S ∧
      (n = finrank ℝ (LinearMap.ker H) + finrank ℝ S ↔ LinearMap.range H = S) := by
  have hr := H.finrank_range_add_finrank_ker
  rw [Module.finrank_fin_fun] at hr
  have hle := Submodule.finrank_mono hS
  refine ⟨by omega, fun h => Submodule.eq_of_le_of_finrank_eq hS (by omega), fun h => ?_⟩
  rw [h] at hr
  omega

/-- In three momentum dimensions, a linear two-band Hamiltonian reaches every traceless
Hermitian matrix exactly when its bands touch only at `k = 0`. -/
theorem surjective_iff_isolated_touching (H : (Fin 3 → ℝ) →ₗ[ℝ] tracelessHermitian) :
    Function.Surjective H ↔ touchingSet H = {0} := by
  have hd : finrank ℝ (Fin 3 → ℝ) = finrank ℝ tracelessHermitian := pauliEquiv.finrank_eq
  rw [← LinearMap.injective_iff_surjective_of_finrank_eq_finrank hd,
    ← LinearMap.ker_eq_bot, touchingSet_eq_ker]
  constructor
  · intro h
    simp [h]
  · intro h
    exact SetLike.coe_injective (h.trans rfl)

/-- For real `H` in `n` momentum dimensions, the touching set is a subspace of dimension at
least `n - 2`, with equality exactly when `H` reaches all traceless real symmetric matrices. -/
theorem real_touching_dimension {n : ℕ} (H : (Fin n → ℝ) →ₗ[ℝ] tracelessHermitian)
    (hreal : ∀ k i j, ((H k).1 i j).im = 0) :
    touchingSet H = (LinearMap.ker H : Set (Fin n → ℝ)) ∧
      n ≤ finrank ℝ (LinearMap.ker H) + 2 ∧
      (n = finrank ℝ (LinearMap.ker H) + 2 ↔ LinearMap.range H = realTraceless) := by
  have hS : LinearMap.range H ≤ realTraceless := by
    rintro _ ⟨k, rfl⟩
    exact hreal k
  have h2 : finrank ℝ realTraceless = 2 := by
    rw [← realEquiv.finrank_eq, Module.finrank_fin_fun]
  have h := kernel_codimension H realTraceless hS
  rw [h2] at h
  exact ⟨touchingSet_eq_ker H, h⟩

/-- For real `H` in three momentum dimensions, the touching set is a subspace of dimension at least
one, and it is exactly one if and only if `H` reaches all traceless real symmetric matrices. -/
theorem real_touching_line (H : (Fin 3 → ℝ) →ₗ[ℝ] tracelessHermitian)
    (hreal : ∀ k i j, ((H k).1 i j).im = 0) :
    touchingSet H = (LinearMap.ker H : Set (Fin 3 → ℝ)) ∧
      1 ≤ finrank ℝ (LinearMap.ker H) ∧
      (finrank ℝ (LinearMap.ker H) = 1 ↔ LinearMap.range H = realTraceless) := by
  obtain ⟨hk, hle, heq⟩ := real_touching_dimension H hreal
  refine ⟨hk, by omega, ?_⟩
  rw [← heq]
  omega

/-- The real model `H(k) = k₀ σₓ + k₂ σ_z`. -/
def nodalModel : (Fin 3 → ℝ) →ₗ[ℝ] tracelessHermitian :=
  pauliEquiv.toLinearMap ∘ₗ
    { toFun := fun k => ![k 0, 0, k 2]
      map_add' := fun k q => by ext i; fin_cases i <;> simp
      map_smul' := fun c k => by ext i; fin_cases i <;> simp }

/-- The model `k₀ σₓ + k₂ σ_z` is real, and its bands touch exactly on the line
`k₀ = k₂ = 0`. -/
theorem nodalModel_witness :
    (∀ k i j, ((nodalModel k).1 i j).im = 0) ∧
      touchingSet nodalModel = {k | k 0 = 0 ∧ k 2 = 0} := by
  refine ⟨fun k => pauli_real (k 0) (k 2), ?_⟩
  ext k
  show BandsTouch (pauliEquiv ![k 0, 0, k 2]).1 ↔ k 0 = 0 ∧ k 2 = 0
  rw [bandsTouch_iff, LinearEquiv.map_eq_zero_iff]
  constructor
  · intro h
    exact ⟨congrFun h 0, congrFun h 2⟩
  · rintro ⟨h0, h2⟩
    ext i
    fin_cases i
    · exact h0
    · rfl
    · exact h2

end

end LinearBandTouching
```

```lean
#print axioms LinearBandTouching.characteristic_determinant
-- 'LinearBandTouching.characteristic_determinant' depends on axioms: [propext, Classical.choice, Quot.sound]
#print axioms LinearBandTouching.surjective_iff_isolated_touching
-- 'LinearBandTouching.surjective_iff_isolated_touching' depends on axioms: [propext, Classical.choice, Quot.sound]
#print axioms LinearBandTouching.real_touching_line
-- 'LinearBandTouching.real_touching_line' depends on axioms: [propext, Classical.choice, Quot.sound]
```

## How the proof follows the derivation

**Coordinates.** `entries` extracts the three relations between matrix elements from Hermiticity and zero trace. `pauliEquiv` uses them to build the linear equivalence with $\mathbb{R}^3$, and its inverse reads off $\operatorname{Re}M_{10}$, $\operatorname{Im}M_{10}$ and $\operatorname{Re}M_{00}$. The tactic `fin_cases` reduces the matrix identities to their four entries. `pauli_real` shows that combinations of $\sigma_x$ and $\sigma_z$ are real, and `realEquiv` identifies the real subspace with $\mathbb{R}^2$. In the latter, the reality of $M_{10}$ makes the $\sigma_y$ coefficient vanish.

**Energies.** `characteristic_determinant` expands the $2\times2$ determinant and uses $i^2=-1$. It links the model to the energies $\pm|d|$; the later theorems work directly from `BandsTouch`.

**Touching.** `bandsTouch_iff` applies the degeneracy condition to the basis vectors `![1, 0]` and `![0, 1]`. The resulting equations `h00`, `h10` and `h11` are the three relations found by hand, and `linear_combination` derives $M_{00}=0$ from `h00`, `h11` and the zero-trace relation $M_{11}=-M_{00}$ supplied by `entries`. `touchingSet_eq_ker` applies this result at each $k$.

**Dimensions.** `kernel_codimension` combines rank-nullity with the fact that a subspace of $S$ has dimension at most $\dim S$. The equality case uses `Submodule.eq_of_le_of_finrank_eq`: an included subspace of equal dimension is the whole space. The tactic `omega` does the integer arithmetic.

**Final theorems.** `surjective_iff_isolated_touching` gets equal dimensions from `pauliEquiv`, replaces surjectivity by injectivity, and then by a zero kernel. `real_touching_dimension` uses `hreal` to place the range inside `realTraceless`, finds that space's dimension from `realEquiv`, and applies `kernel_codimension`. `real_touching_line` sets $n=3$.

**An explicit model.** `nodalModel` is $k_0\sigma_x+k_2\sigma_z$. `nodalModel_witness` proves that it is real and that its touching set is the line $k_0=k_2=0$, with $k_1$ free. The proof uses `bandsTouch_iff` and the fact that a Pauli combination vanishes only when all its coefficients do.
